# Invertibility of the bordered Newton–Raphson matrix at a nondegenerate eigenpair of a real symmetric matrix

Suppose that a radial orbital and its energy are improved together by Newton–Raphson. Each step solves a linear system for the two corrections. If the matrix of that system is singular at the solution, the systems become nearly singular as the iteration approaches it, and the usual quadratic convergence is no longer assured. The danger is real, because the block $A-e$ annihilates the converged orbital. The normalisation condition adds a row and the unknown energy adds a column, and for a nondegenerate level these restore invertibility.

Let $A$ be the real symmetric Hamiltonian matrix in a finite orthonormal radial basis; B-splines overlap, so the result below applies to them after a transformation to such a basis. Let $Av=ev$ and $v\cdot v=1$, and let every solution of $Ax=ex$ be a multiple of $v$. Then
$$J=\begin{pmatrix}A-e&-v\\-v^T&0\end{pmatrix}$$
is invertible.

## From the residual to a trivial kernel

For a trial orbital $x$ and multiplier $e$, take the residual
$$F(x,e)=\bigl(Ax-ex,\ \tfrac12(1-x\cdot x)\bigr).$$
Its zeros are the normalised eigenpairs. With corrections $d$ to $x$ and $\mu$ to $e$,
$$F(x+d,e+\mu)=F(x,e)+\bigl((A-e)d-\mu x,\ -x\cdot d\bigr)-\bigl(\mu d,\ \tfrac12 d\cdot d\bigr).$$
The linear part is the bordered matrix, with $x$ in the border, acting on $(d,\mu)$. A Newton step cancels the first two terms and leaves $-(\mu d,\tfrac12 d\cdot d)$.

At the solution $x=v$, suppose that $J(d,\mu)=0$, so that $(A-e)d=\mu v$ and $v\cdot d=0$. Project the first equation on $v$. By symmetry,
$$\mu=v\cdot(A-e)d=\bigl((A-e)v\bigr)\cdot d=0.$$
Hence $Ad=ed$, so $d=cv$ for some number $c$. Then $0=v\cdot d=c$, and $d=0$. A square matrix with trivial kernel is invertible.

Conversely, let $J$ be invertible and $Ax=ex$. The vector $d=x-(v\cdot x)v$ satisfies $(A-e)d=0$ and $v\cdot d=0$, so $J(d,0)=0$. Therefore $d=0$, and $x$ is a multiple of $v$. A degenerate level thus makes $J$ singular.

## The residual and its linear part in Lean

The finite type `n` labels the basis functions.

```lean
import Mathlib

open Matrix

namespace BorderedNewton

noncomputable section

variable {n : Type*} [Fintype n] [DecidableEq n]
```

The index type `n ⊕ Unit` adds one place to those of the basis. In a correction, `joint` fills it with the change of the multiplier; in a residual, with the normalisation component.

```lean
/-- A vector `x` indexed by the basis and a number `μ`, joined into one vector. -/
def joint (x : n → ℝ) (μ : ℝ) : n ⊕ Unit → ℝ :=
  Sum.elim x (fun _ => μ)
```

The factor $\tfrac12$ in the normalisation residual makes the bordered matrix symmetric when $A$ is.

```lean
/-- The residual of the orbital equation `A x = e x` together with that of the
normalisation condition, `(1 - x ⬝ x) / 2`. -/
def residual (A : Matrix n n ℝ) (x : n → ℝ) (e : ℝ) : n ⊕ Unit → ℝ :=
  joint (A *ᵥ x - e • x) ((1 - x ⬝ᵥ x) / 2)
```

The name `jacobian` is given to an explicit block matrix; the expansion below justifies it.

```lean
/-- The bordered matrix `[[A - e, -x], [-xᵀ, 0]]`. -/
def jacobian (A : Matrix n n ℝ) (x : n → ℝ) (e : ℝ) :
    Matrix (n ⊕ Unit) (n ⊕ Unit) ℝ :=
  Matrix.fromBlocks (A - e • (1 : Matrix n n ℝ)) (Matrix.of fun i _ => -x i)
    (Matrix.of fun _ j => -x j) 0
```

Reading off the two components of the residual identifies its zeros.

```lean
omit [DecidableEq n] in
/-- The residual vanishes exactly when `x` is a normalised solution of `A x = e x`. -/
theorem residual_eq_zero_iff (A : Matrix n n ℝ) (x : n → ℝ) (e : ℝ) :
    residual A x e = 0 ↔ A *ᵥ x = e • x ∧ x ⬝ᵥ x = 1 := by
  constructor
  · intro h
    constructor
    · ext i
      have hi := congrFun h (Sum.inl i)
      simp only [residual, joint, Sum.elim_inl, Pi.sub_apply, Pi.zero_apply] at hi
      linarith
    · have hu := congrFun h (Sum.inr ())
      simp only [residual, joint, Sum.elim_inr, Pi.zero_apply] at hu
      linarith
  · rintro ⟨h1, h2⟩
    ext (i | i) <;> simp [residual, joint, h1, h2]
```

Block multiplication gives the action on a correction. Here `*ᵥ` is matrix times vector and `⬝ᵥ` is the dot product.

```lean
/-- The bordered matrix sends a correction `(d, μ)` of orbital and multiplier to
`((A - e) d - μ x, -x ⬝ d)`. -/
theorem jacobian_mulVec (A : Matrix n n ℝ) (x d : n → ℝ) (e μ : ℝ) :
    jacobian A x e *ᵥ joint d μ =
      joint (A *ᵥ d - e • d - μ • x) (-(x ⬝ᵥ d)) := by
  have h : (A - e • (1 : Matrix n n ℝ)) *ᵥ d = A *ᵥ d - e • d := by
    simp [Matrix.sub_mulVec, Matrix.smul_mulVec]
  unfold jacobian joint
  rw [Matrix.fromBlocks_mulVec, Sum.elim_comp_inl, Sum.elim_comp_inr, h]
  ext (i | i)
  · simp [Matrix.mulVec, dotProduct]
    ring
  · simp [Matrix.mulVec, dotProduct]
```

The expansion holds at every point and for corrections of any size. Its proof compares the orbital and normalisation components separately.

```lean
/-- Exact expansion of the residual about any point: its value there, a part linear in the
correction `(d, μ)` given by the bordered matrix, and a quadratic remainder. -/
theorem residual_expansion (A : Matrix n n ℝ) (x d : n → ℝ) (e μ : ℝ) :
    residual A (x + d) (e + μ) =
      residual A x e + jacobian A x e *ᵥ joint d μ
        - joint (μ • d) ((d ⬝ᵥ d) / 2) := by
  rw [jacobian_mulVec]
  ext (i | i)
  · simp [residual, joint, Matrix.mulVec_add]
    ring
  · simp [residual, joint, add_dotProduct, dotProduct_add, dotProduct_comm d x]
    ring
```

The hypothesis `hstep` is the Newton equation, and substituting it leaves the quadratic remainder.

```lean
/-- After a Newton-Raphson step `(d, μ)`, the new residual is `-(μ d, d ⬝ d / 2)`,
quadratic in the step. -/
theorem residual_after_newton_step (A : Matrix n n ℝ) (x d : n → ℝ) (e μ : ℝ)
    (hstep : jacobian A x e *ᵥ joint d μ = -residual A x e) :
    residual A (x + d) (e + μ) = -joint (μ • d) ((d ⬝ᵥ d) / 2) := by
  rw [residual_expansion, hstep]
  simp
```

## Invertibility for a nondegenerate level

The hypotheses state that $A$ is symmetric (`hA`), that $v$ is normalised (`hv`) and an eigenvector (`hAv`), and that the level is nondegenerate (`hspan`). In the proof, `h1` and `h2` are the two kernel equations, `h3` moves $A$ onto $v$ by symmetry, and `hμ` is the projection. Then `h5` returns $d$ to the eigenspace, where `hspan` and orthogonality finish the argument.

```lean
/-- For symmetric `A` and a normalised eigenvector `v` that spans the eigenspace of `e`,
only the zero correction of orbital and multiplier is annihilated by the bordered matrix. -/
theorem jacobian_kernel {A : Matrix n n ℝ} {v : n → ℝ} {e : ℝ}
    (hA : A.IsSymm) (hv : v ⬝ᵥ v = 1) (hAv : A *ᵥ v = e • v)
    (hspan : ∀ x : n → ℝ, A *ᵥ x = e • x → ∃ c : ℝ, x = c • v)
    {d : n → ℝ} {μ : ℝ} (h : jacobian A v e *ᵥ joint d μ = 0) :
    d = 0 ∧ μ = 0 := by
  rw [jacobian_mulVec] at h
  have h1 : A *ᵥ d - e • d - μ • v = 0 := by
    ext i
    exact congrFun h (Sum.inl i)
  have h2 : v ⬝ᵥ d = 0 := by
    have hu := congrFun h (Sum.inr ())
    simpa [joint] using hu
  -- symmetry lets `A` act on `v` to the left
  have h3 : v ⬝ᵥ (A *ᵥ d) = e * (v ⬝ᵥ d) := by
    rw [Matrix.dotProduct_mulVec, ← Matrix.mulVec_transpose, hA.eq, hAv,
      smul_dotProduct, smul_eq_mul]
  -- projecting the orbital equation on `v` removes the multiplier
  have hμ : μ = 0 := by
    have h4 := congrArg (fun w => v ⬝ᵥ w) h1
    simp only [dotProduct_sub, dotProduct_smul, dotProduct_zero, smul_eq_mul,
      h3, h2, hv] at h4
    linarith
  have h5 : A *ᵥ d = e • d := by
    rw [hμ, zero_smul, sub_zero] at h1
    exact sub_eq_zero.mp h1
  -- `d` is both parallel and orthogonal to `v`
  obtain ⟨c, hc⟩ := hspan d h5
  have hc0 : c = 0 := by
    rw [hc, dotProduct_smul, hv] at h2
    simpa using h2
  exact ⟨by rw [hc, hc0, zero_smul], hμ⟩
```

`IsUnit` says that the matrix has a two-sided inverse. The proof uses the equivalence of this with injectivity, and applies the kernel lemma to the difference of two vectors with the same image.

```lean
/-- For symmetric `A` and a normalised eigenvector `v` that spans the eigenspace of `e`,
the Newton-Raphson Jacobian `[[A - e, -v], [-vᵀ, 0]]` is invertible. -/
theorem isUnit_jacobian {A : Matrix n n ℝ} {v : n → ℝ} {e : ℝ}
    (hA : A.IsSymm) (hv : v ⬝ᵥ v = 1) (hAv : A *ᵥ v = e • v)
    (hspan : ∀ x : n → ℝ, A *ᵥ x = e • x → ∃ c : ℝ, x = c • v) :
    IsUnit (jacobian A v e) := by
  rw [← Matrix.mulVec_injective_iff_isUnit]
  intro y z hyz
  have hw : y - z = joint (fun i => (y - z) (Sum.inl i)) ((y - z) (Sum.inr ())) := by
    ext (i | i) <;> rfl
  have h0 : jacobian A v e *ᵥ (y - z) = 0 := by
    rw [Matrix.mulVec_sub]
    exact sub_eq_zero.mpr hyz
  rw [hw] at h0
  obtain ⟨hd, hμ⟩ := jacobian_kernel hA hv hAv hspan h0
  apply sub_eq_zero.mp
  ext (i | i)
  · exact congrFun hd i
  · exact hμ
```

For one orbital in a finite basis with a fixed Hamiltonian matrix, the Newton equations are therefore uniquely solvable at a nondegenerate solution. In Hartree–Fock, $A$ itself depends on the orbitals, and differentiating it adds terms to the Jacobian that this theorem does not treat.

The converse takes $v\cdot x$ as the coefficient and needs no symmetry.

```lean
/-- Conversely, if the bordered matrix is invertible at a normalised eigenvector `v`
of `A`, then every solution of `A x = e x` is a multiple of `v`. -/
theorem eigenspace_of_isUnit_jacobian {A : Matrix n n ℝ} {v : n → ℝ} {e : ℝ}
    (hv : v ⬝ᵥ v = 1) (hAv : A *ᵥ v = e • v) (hJ : IsUnit (jacobian A v e))
    (x : n → ℝ) (hx : A *ᵥ x = e • x) : ∃ c : ℝ, x = c • v := by
  refine ⟨v ⬝ᵥ x, ?_⟩
  have hinj := Matrix.mulVec_injective_iff_isUnit.mpr hJ
  -- the part of `x` orthogonal to `v` lies in the kernel of the bordered matrix
  have h0 : jacobian A v e *ᵥ joint (x - (v ⬝ᵥ x) • v) 0 = jacobian A v e *ᵥ 0 := by
    rw [jacobian_mulVec, Matrix.mulVec_zero, Matrix.mulVec_sub, Matrix.mulVec_smul,
      hx, hAv, dotProduct_sub, dotProduct_smul, hv]
    ext (i | i)
    · simp [joint]
      ring
    · simp [joint]
  have h1 := hinj h0
  ext i
  have hi := congrFun h1 (Sum.inl i)
  simp only [joint, Sum.elim_inl, Pi.sub_apply, Pi.zero_apply] at hi
  linarith
```

Without symmetry, the other three hypotheses do not suffice. For $A=\begin{pmatrix}0&1\\0&0\end{pmatrix}$, $v=(1,0)$ and $e=0$, the nonzero correction $d=(0,1)$, $\mu=1$ is annihilated, since $Ad=v$ and $v\cdot d=0$.

```lean
/-- Symmetry cannot be dropped: for the matrix `[[0, 1], [0, 0]]` the unit vector `(1, 0)`
spans the kernel, yet the bordered matrix is singular. -/
theorem symmetry_needed :
    (![1, 0] : Fin 2 → ℝ) ⬝ᵥ ![1, 0] = 1 ∧
    (!![0, 1; 0, 0] : Matrix (Fin 2) (Fin 2) ℝ) *ᵥ ![1, 0] = (0 : ℝ) • ![1, 0] ∧
    (∀ x : Fin 2 → ℝ, (!![0, 1; 0, 0] : Matrix (Fin 2) (Fin 2) ℝ) *ᵥ x = (0 : ℝ) • x →
      ∃ c : ℝ, x = c • ![1, 0]) ∧
    ¬ IsUnit (jacobian (!![0, 1; 0, 0] : Matrix (Fin 2) (Fin 2) ℝ) ![1, 0] 0) := by
  refine ⟨by simp [dotProduct, Fin.sum_univ_two], ?_, ?_, ?_⟩
  · ext i
    fin_cases i <;> simp [Matrix.mulVec, dotProduct, Fin.sum_univ_two]
  · intro x hx
    have h := congrFun hx 0
    simp [Matrix.mulVec, dotProduct, Fin.sum_univ_two] at h
    refine ⟨x 0, ?_⟩
    ext i
    fin_cases i <;> simp [h]
  · intro hJ
    have hinj := Matrix.mulVec_injective_iff_isUnit.mpr hJ
    -- the correction `d = (0, 1)`, `μ = 1` is annihilated
    have h0 : jacobian (!![0, 1; 0, 0] : Matrix (Fin 2) (Fin 2) ℝ) ![1, 0] 0 *ᵥ
        joint ![0, 1] 1 =
        jacobian (!![0, 1; 0, 0] : Matrix (Fin 2) (Fin 2) ℝ) ![1, 0] 0 *ᵥ 0 := by
      rw [jacobian_mulVec, Matrix.mulVec_zero]
      ext (i | i)
      · fin_cases i <;>
          simp [joint, dotProduct, Fin.sum_univ_two,
            Matrix.vecHead, Matrix.vecTail]
      · simp [joint, dotProduct, Fin.sum_univ_two]
    have h1 := congrFun (hinj h0) (Sum.inr ())
    simp [joint] at h1

end

end BorderedNewton
```

```lean
#print axioms BorderedNewton.residual_after_newton_step
#print axioms BorderedNewton.isUnit_jacobian
#print axioms BorderedNewton.eigenspace_of_isUnit_jacobian
#print axioms BorderedNewton.symmetry_needed
```

```
'BorderedNewton.residual_after_newton_step' depends on axioms: [propext, Classical.choice, Quot.sound]
'BorderedNewton.isUnit_jacobian' depends on axioms: [propext, Classical.choice, Quot.sound]
'BorderedNewton.eigenspace_of_isUnit_jacobian' depends on axioms: [propext, Classical.choice, Quot.sound]
'BorderedNewton.symmetry_needed' depends on axioms: [propext, Classical.choice, Quot.sound]
```
